# With nonzero coupling, the lowest two-wave band jumps where the cutoff admits the second plane wave

Q: Suppose I compute a band with a fixed plane-wave cutoff and take the electron's velocity from energy differences between neighbouring \(k\). If the band has a jump, two points on either side of it give a slope that diverges as I refine the mesh. You say this happens even with two waves. Where does the jump come from?

A: From the basis changing with \(k\). Take an electron of mass \(m\) in a one-dimensional potential of period \(a\) and zero mean. Measure wave numbers in units of \(2\pi/a\) and energies in units of \(\hbar^2(2\pi/a)^2/(2m)\). The reciprocal lattice vectors \(G\) are then the integers, the zone boundary is at \(k=1/2\) and the kinetic energies are \((k+G)^2\). Keep the plane waves with \(|k+G|\le K\), where \(1/2<K<1\). For \(0\le k\le 1/2\), only \(G=0\) and \(G=-1\) can pass this cutoff. The real number \(V\) is the Fourier component of the potential that couples these two waves.

For \(0\le k<1-K\), the wave \(G=-1\) has \(|k-1|=1-k>K\) and is excluded, so the only energy is \(k^2\). For \(1-K\le k\le 1/2\) both waves are kept, and the energies \(E\) satisfy
\[
(k^2-E)\bigl((k-1)^2-E\bigr)=V^2 .
\]
The mean of the two kinetic energies is \(k^2+\tfrac12-k\), and half their difference is \(\tfrac12-k\). Completing the square gives
\[
\bigl(E-k^2-(\tfrac12-k)\bigr)^2=(\tfrac12-k)^2+V^2,
\]
\[
E_-=k^2+(\tfrac12-k)-\sqrt{(\tfrac12-k)^2+V^2}.
\]
At \(k=1-K\) we have \(\tfrac12-k=K-\tfrac12\). The energy approached from the left is \((1-K)^2\), while \(E_-\) is lower by
\[
\sqrt{(K-\tfrac12)^2+V^2}-(K-\tfrac12),
\]
which is positive for \(V\ne0\). With \(K=7/10\), the drop is \(\sqrt{1/25+V^2}-1/5\) at \(k=3/10\).

Q: Does the Lean code truncate the basis, or does it just postulate two formulas?

A: It truncates. Index 0 is \(G=0\) and index 1 is \(G=-1\); `recip` lists these reciprocal lattice vectors, and `basis` applies the cutoff. Note that `K` is the cutoff, not a lattice vector.

```lean
import Mathlib

open Filter Topology Set

namespace PlaneWaveCutoffJump

noncomputable section

/-- The two reciprocal lattice vectors `G = 0` and `G = -1`. -/
def recip : Fin 2 → ℝ := ![0, -1]

/-- The plane waves kept at wave number `k`: those with `|k + G| ≤ K`. -/
def basis (K k : ℝ) : Finset (Fin 2) :=
  Finset.univ.filter (fun i => |k + recip i| ≤ K)

/-- The Hamiltonian in plane waves: kinetic energies `(k + G)^2` on the diagonal and
the coupling `V` between the two waves. -/
def hamiltonian (V k : ℝ) : Matrix (Fin 2) (Fin 2) ℝ :=
  Matrix.of fun i j => if i = j then (k + recip i) ^ 2 else V
```

Q: And what counts as an eigenvalue when the matrix changes size?

A: `IsLevel` asks for a nonzero coefficient vector that vanishes off the kept waves and solves the eigenvalue equation on them. Real coefficients suffice for a real symmetric matrix. `lowestEnergy` is the infimum of these levels; `lowerRoot` and `jump` merely name the formulas for \(E_-\) and for the drop.

```lean
/-- `E` is an eigenvalue of the Hamiltonian truncated to the plane waves kept at `k`. -/
def IsLevel (K V k E : ℝ) : Prop :=
  ∃ c : Fin 2 → ℝ, c ≠ 0 ∧ (∀ i, i ∉ basis K k → c i = 0) ∧
    ∀ i ∈ basis K k, ∑ j ∈ basis K k, hamiltonian V k i j * c j = E * c i

/-- The lowest eigenvalue of the truncated Hamiltonian, for a nonempty basis. -/
def lowestEnergy (K V k : ℝ) : ℝ := sInf {E | IsLevel K V k E}

/-- The lower root of the two-wave secular equation. -/
def lowerRoot (V k : ℝ) : ℝ :=
  k ^ 2 + (1 / 2 - k) - Real.sqrt ((1 / 2 - k) ^ 2 + V ^ 2)

/-- The energy `sqrt ((K - 1/2)^2 + V^2) - (K - 1/2)`. -/
def jump (K V : ℝ) : ℝ := Real.sqrt ((K - 1 / 2) ^ 2 + V ^ 2) - (K - 1 / 2)
```

Q: An infimum need not be an eigenvalue.

A: Here it is: `IsLeast` says that the stated energy is a level and that no level lies below it. With one wave, the vector \((1,0)\) attains \(k^2\). Conversely, any admissible vector has `c 1 = 0`, hence `c 0 ≠ 0`, and cancelling `c 0` leaves \(E=k^2\).

```lean
/-- For a cutoff `K ≥ 1/2` and `0 ≤ k < 1 - K`, the lowest eigenvalue is the
free-electron energy `k^2`. -/
theorem isLeast_one_wave {K V k : ℝ} (hK : 1 / 2 ≤ K) (hk0 : 0 ≤ k) (hk : k < 1 - K) :
    IsLeast {E | IsLevel K V k E} (k ^ 2) := by
  have r0 : recip 0 = 0 := rfl
  have r1 : recip 1 = -1 := rfl
  have h0 : |k + recip 0| ≤ K := by
    rw [r0, abs_le]
    constructor <;> linarith
  have h1 : ¬ |k + recip 1| ≤ K := by
    rw [r1, abs_le]
    rintro ⟨h, -⟩
    linarith
  -- only the wave G = 0 survives the cutoff
  have hb : basis K k = {0} := by
    ext i
    fin_cases i <;> simp [basis, h0, h1]
  have e : hamiltonian V k 0 0 = k ^ 2 := by simp [hamiltonian, recip]
  constructor
  · refine ⟨![1, 0], fun h => one_ne_zero (congrFun h 0), ?_, ?_⟩
    · intro i hi
      rw [hb] at hi
      fin_cases i
      · exact absurd (Finset.mem_singleton_self _) hi
      · rfl
    · intro i hi
      rw [hb, Finset.mem_singleton] at hi
      subst hi
      rw [hb, Finset.sum_singleton, e]
  · rintro E ⟨c, hc, hsupp, h⟩
    have c1 : c 1 = 0 := hsupp 1 (by simp [hb])
    have c0 : c 0 ≠ 0 := by
      intro c0
      apply hc
      ext i
      fin_cases i
      · exact c0
      · exact c1
    have h' := h 0 (by simp [hb])
    rw [hb, Finset.sum_singleton, e] at h'
    exact le_of_eq (mul_right_cancel₀ c0 h')
```

With two waves, the definition first becomes the familiar pair of secular equations.

```lean
/-- For `1 - K ≤ k ≤ 1/2`, the levels are the energies at which the two coupled
secular equations have a nonzero solution. -/
theorem isLevel_two_waves {K V k E : ℝ} (hk : 1 - K ≤ k) (hk2 : k ≤ 1 / 2) :
    IsLevel K V k E ↔ ∃ a b : ℝ, (a ≠ 0 ∨ b ≠ 0) ∧
      k ^ 2 * a + V * b = E * a ∧ V * a + (k - 1) ^ 2 * b = E * b := by
  have r0 : recip 0 = 0 := rfl
  have r1 : recip 1 = -1 := rfl
  have h0 : |k + recip 0| ≤ K := by
    rw [r0, abs_le]
    constructor <;> linarith
  have h1 : |k + recip 1| ≤ K := by
    rw [r1, abs_le]
    constructor <;> linarith
  -- both waves pass the cutoff
  have hb : basis K k = Finset.univ := by
    ext i
    fin_cases i <;> simp [basis, h0, h1]
  have e00 : hamiltonian V k 0 0 = k ^ 2 := by simp [hamiltonian, recip]
  have e01 : hamiltonian V k 0 1 = V := by simp [hamiltonian]
  have e10 : hamiltonian V k 1 0 = V := by simp [hamiltonian]
  have e11 : hamiltonian V k 1 1 = (k - 1) ^ 2 := by
    simp [hamiltonian, recip, sub_eq_add_neg]
  constructor
  · rintro ⟨c, hc, -, h⟩
    refine ⟨c 0, c 1, ?_, ?_, ?_⟩
    · by_contra hn
      rw [not_or, not_not, not_not] at hn
      apply hc
      ext i
      fin_cases i
      · exact hn.1
      · exact hn.2
    · have h' := h 0 (by simp [hb])
      rw [hb, Fin.sum_univ_two, e00, e01] at h'
      exact h'
    · have h' := h 1 (by simp [hb])
      rw [hb, Fin.sum_univ_two, e10, e11] at h'
      exact h'
  · rintro ⟨a, b, hab, ha, hb'⟩
    refine ⟨![a, b], ?_, ?_, ?_⟩
    · intro h
      rcases hab with h' | h'
      · exact h' (congrFun h 0)
      · exact h' (congrFun h 1)
    · intro i hi
      rw [hb] at hi
      exact absurd (Finset.mem_univ i) hi
    · intro i _
      rw [hb, Fin.sum_univ_two]
      fin_cases i
      · change hamiltonian V k 0 0 * a + hamiltonian V k 0 1 * b = E * a
        rw [e00, e01]
        exact ha
      · change hamiltonian V k 1 0 * a + hamiltonian V k 1 1 * b = E * b
        rw [e10, e11]
        exact hb'
```

Then, for \(V\neq0\), the unnormalised vector \(\bigl(\tfrac12-k+s,\,-V\bigr)\), with \(s=\sqrt{(\tfrac12-k)^2+V^2}\), attains \(E_-\). For \(V=0\) the proof uses \((1,0)\), because the first vector vanishes at \(k=1/2\). For the lower bound, `linear_combination` eliminates the coefficients to obtain the determinant condition and completes the square; `Real.abs_le_sqrt` then gives \(E\ge E_-\).

```lean
/-- For `1 - K ≤ k ≤ 1/2`, the lowest eigenvalue is the lower root of the two-wave
secular equation. -/
theorem isLeast_two_waves {K V k : ℝ} (hk : 1 - K ≤ k) (hk2 : k ≤ 1 / 2) :
    IsLeast {E | IsLevel K V k E} (lowerRoot V k) := by
  constructor
  · rw [Set.mem_ofPred_eq, isLevel_two_waves hk hk2]
    rcases eq_or_ne V 0 with rfl | hV
    · have hs : Real.sqrt ((1 / 2 - k) ^ 2 + 0 ^ 2) = 1 / 2 - k := by
        rw [show (1 / 2 - k) ^ 2 + 0 ^ 2 = (1 / 2 - k) ^ 2 by ring,
          Real.sqrt_sq (by linarith)]
      refine ⟨1, 0, Or.inl one_ne_zero, ?_, by ring⟩
      unfold lowerRoot
      rw [hs]
      ring
    · have hs : Real.sqrt ((1 / 2 - k) ^ 2 + V ^ 2) ^ 2 = (1 / 2 - k) ^ 2 + V ^ 2 :=
        Real.sq_sqrt (by positivity)
      refine ⟨1 / 2 - k + Real.sqrt ((1 / 2 - k) ^ 2 + V ^ 2), -V,
        Or.inr (neg_ne_zero.mpr hV), ?_, ?_⟩
      · unfold lowerRoot
        linear_combination hs
      · unfold lowerRoot
        ring
  · intro E hE
    rw [Set.mem_ofPred_eq, isLevel_two_waves hk hk2] at hE
    obtain ⟨a, b, hab, h0, h1⟩ := hE
    -- a nonzero solution forces the secular determinant to vanish
    have hdet : (k ^ 2 - E) * ((k - 1) ^ 2 - E) = V ^ 2 := by
      rcases hab with h | h
      · apply mul_right_cancel₀ h
        linear_combination ((k - 1) ^ 2 - E) * h0 - V * h1
      · apply mul_right_cancel₀ h
        linear_combination (k ^ 2 - E) * h1 - V * h0
    have hx : (E - k ^ 2 - (1 / 2 - k)) ^ 2 ≤ (1 / 2 - k) ^ 2 + V ^ 2 :=
      le_of_eq (by linear_combination hdet)
    have hl := (abs_le.mp (Real.abs_le_sqrt hx)).1
    unfold lowerRoot
    linarith
```

Q: How do you get from formulas to limits?

A: Each formula holds on an open interval on its side of \(1-K\), and each is continuous. The value at \(1-K\) belongs to the two-wave side, since the cutoff includes equality.

```lean
/-- For `1/2 < K < 1`, the lowest eigenvalue tends to `(1 - K)^2` as `k` rises to `1 - K`;
its value at `1 - K` and its limit from above are both lower by `jump K V`. -/
theorem lowestEnergy_at_threshold {K : ℝ} (V : ℝ) (hK : 1 / 2 < K) (hK1 : K < 1) :
    Tendsto (lowestEnergy K V) (𝓝[<] (1 - K)) (𝓝 ((1 - K) ^ 2)) ∧
    lowestEnergy K V (1 - K) = (1 - K) ^ 2 - jump K V ∧
    Tendsto (lowestEnergy K V) (𝓝[>] (1 - K)) (𝓝 ((1 - K) ^ 2 - jump K V)) := by
  have hr : lowerRoot V (1 - K) = (1 - K) ^ 2 - jump K V := by
    unfold lowerRoot jump
    rw [show 1 / 2 - (1 - K) = K - 1 / 2 by ring]
    ring
  refine ⟨?_, ?_, ?_⟩
  · have hc : Continuous (fun k : ℝ => k ^ 2) := by fun_prop
    refine ((hc.tendsto (1 - K)).mono_left nhdsWithin_le_nhds).congr' ?_
    filter_upwards [Ioo_mem_nhdsLT (show (0 : ℝ) < 1 - K by linarith)] with k hk
    exact (isLeast_one_wave hK.le hk.1.le hk.2).csInf_eq.symm
  · rw [← hr]
    exact (isLeast_two_waves le_rfl (by linarith)).csInf_eq
  · rw [← hr]
    have hc : Continuous (lowerRoot V) := by
      unfold lowerRoot
      fun_prop
    refine ((hc.tendsto (1 - K)).mono_left nhdsWithin_le_nhds).congr' ?_
    filter_upwards [Ioo_mem_nhdsGT (show 1 - K < 1 / 2 by linarith)] with k hk
    exact (isLeast_two_waves hk.1.le hk.2.le).csInf_eq.symm
```

The drop is positive for nonzero coupling. Continuity would force the left limit to equal the value, so it fails unless \(V=0\); at \(V=0\) the drop is zero and both one-sided limits agree with the value.

```lean
/-- For `K ≥ 1/2` and nonzero coupling, `jump K V` is positive. -/
theorem jump_pos {K V : ℝ} (hK : 1 / 2 ≤ K) (hV : V ≠ 0) : 0 < jump K V := by
  have hV2 : 0 < V ^ 2 := by positivity
  have h : K - 1 / 2 < Real.sqrt ((K - 1 / 2) ^ 2 + V ^ 2) :=
    (Real.lt_sqrt (by linarith)).mpr (by linarith)
  unfold jump
  linarith

/-- For `1/2 < K < 1`, the lowest eigenvalue is continuous at `k = 1 - K` exactly when
the coupling vanishes. -/
theorem continuousAt_threshold_iff {K V : ℝ} (hK : 1 / 2 < K) (hK1 : K < 1) :
    ContinuousAt (lowestEnergy K V) (1 - K) ↔ V = 0 := by
  obtain ⟨hl, hv, hr⟩ := lowestEnergy_at_threshold V hK hK1
  constructor
  · intro h
    by_contra hV
    -- continuity would identify the left limit with the value
    have hu := tendsto_nhds_unique hl (h.tendsto.mono_left nhdsWithin_le_nhds)
    have hp := jump_pos hK.le hV
    linarith
  · rintro rfl
    have hj : jump K 0 = 0 := by
      unfold jump
      rw [show (K - 1 / 2) ^ 2 + 0 ^ 2 = (K - 1 / 2) ^ 2 by ring,
        Real.sqrt_sq (by linarith), sub_self]
    rw [hj, sub_zero] at hv hr
    rw [continuousAt_iff_continuous_left'_right']
    unfold ContinuousWithinAt
    rw [hv]
    exact ⟨hl, hr⟩
```

Q: And the case \(K=7/10\), restricted to \(0\le k\le1/2\)?

A: The last theorem says that, for \(V\ne0\), the band is discontinuous within that interval, and that its left limit at \(3/10\) exceeds its value there by the stated positive amount. Since \(3/10\) is an interior point, restricting to the interval changes nothing.

```lean
/-- With cutoff `7/10` and nonzero coupling, the lowest eigenvalue on `[0, 1/2]` is
discontinuous at `k = 3/10`: its value there lies below its limit from the left by the
positive amount `sqrt (1/25 + V^2) - 1/5`. -/
theorem jump_at_three_tenths {V : ℝ} (hV : V ≠ 0) :
    ¬ ContinuousWithinAt (lowestEnergy (7 / 10) V) (Icc 0 (1 / 2)) (3 / 10) ∧
    Tendsto (lowestEnergy (7 / 10) V) (𝓝[<] (3 / 10))
      (𝓝 (lowestEnergy (7 / 10) V (3 / 10) + (Real.sqrt (1 / 25 + V ^ 2) - 1 / 5))) ∧
    0 < Real.sqrt (1 / 25 + V ^ 2) - 1 / 5 := by
  have hK : (1 / 2 : ℝ) < 7 / 10 := by norm_num
  have hK1 : (7 / 10 : ℝ) < 1 := by norm_num
  have e : (1 : ℝ) - 7 / 10 = 3 / 10 := by norm_num
  have hj : jump (7 / 10) V = Real.sqrt (1 / 25 + V ^ 2) - 1 / 5 := by
    unfold jump
    rw [show ((7 / 10 : ℝ) - 1 / 2) = 1 / 5 by norm_num,
      show (1 / 5 : ℝ) ^ 2 = 1 / 25 by norm_num]
  obtain ⟨hl, hv, -⟩ := lowestEnergy_at_threshold V hK hK1
  have hiff := continuousAt_threshold_iff (V := V) hK hK1
  rw [e] at hl hv hiff
  rw [← hj]
  refine ⟨?_, ?_, jump_pos hK.le hV⟩
  · intro h
    exact hV (hiff.mp (h.continuousAt (Icc_mem_nhds (by norm_num) (by norm_num))))
  · rw [hv, sub_add_cancel]
    exact hl

end

end PlaneWaveCutoffJump
```
```lean
#print axioms PlaneWaveCutoffJump.isLeast_two_waves
-- 'PlaneWaveCutoffJump.isLeast_two_waves' depends on axioms: [propext, Classical.choice, Quot.sound]
#print axioms PlaneWaveCutoffJump.jump_at_three_tenths
-- 'PlaneWaveCutoffJump.jump_at_three_tenths' depends on axioms: [propext, Classical.choice, Quot.sound]
```

Q: What would I see in a calculation?

A: Take \(V=1/10\) and \(K=7/10\). The energies at \(k=0.29,\,0.30,\,0.31\) are about \(0.0841,\,0.0664,\,0.0714\). The first difference gives a slope near \(-1.8\), though the band rises on both sides of the step.

Q: My LAPW basis has hundreds of waves.

A: It is also commonly selected by \(|k+G|\) at each \(k\), so the same mechanism is at work, but the result concerns a non-interacting electron with two waves. The step to a large basis, where a newly admitted wave couples to many others, would need its own estimate of the drop.
